# Best Frobenius rank-one approximation of real 2×2 matrices is discontinuous at the identity

For every \(t>0\), the matrices \(\mathrm{diag}(1+t,1)\) and \(\mathrm{diag}(1,1+t)\) each have exactly one best rank-one approximation in the Frobenius norm, namely \(\mathrm{diag}(1+t,0)\) and \(\mathrm{diag}(0,1+t)\). The two inputs are \(\sqrt2\,t\) apart, but their truncations are \(\sqrt2\,(1+t)\) apart. As \(t\to0\) the inputs merge at the identity while the truncations stay more than \(\sqrt2\) apart, so no rule that picks a best approximation for each positive diagonal matrix is continuous there.

Low-rank compression by a truncated singular value decomposition, one of the methods available to electronic-structure codes, can meet this behaviour when the cut falls between two nearly equal singular values; the theorems treat the smallest case, a real 2×2 matrix cut to rank one. The approximation error does not jump, since it equals 1 for both inputs at every \(t>0\). What jumps is the matrix that is kept.

```lean
import Mathlib

open Matrix Filter Topology

namespace TruncationAtDegeneracy

noncomputable section
```

## Distance, rank and the meaning of "best"

The distance between two matrices is the Frobenius norm of their difference, where

\[
\|A\|_F=\sqrt{\sum_{i,j}A_{ij}^2}.
\]

Row and column indices run over 0 and 1, as they do in Lean. The norm is written out from the entries as `frob`.

```lean
/-- The Frobenius norm of a real 2×2 matrix. -/
def frob (A : Matrix (Fin 2) (Fin 2) ℝ) : ℝ := √(∑ i, ∑ j, A i j ^ 2)
```

The inputs and their truncations are all diagonal. The abbreviation `diag2 a b` stands for \(\mathrm{diag}(a,b)\), with real entries of either sign.

```lean
/-- The diagonal matrix with entries `a` and `b`. -/
def diag2 (a b : ℝ) : Matrix (Fin 2) (Fin 2) ℝ := !![a, 0; 0, b]
```

A matrix \(B\) is a best rank-one approximation of \(A\) if \(\operatorname{rank}B\le1\) and

\[
\|A-B\|_F\le\|A-C\|_F\quad\text{for every } C \text{ with } \operatorname{rank}C\le1 .
\]

The competitors \(C\) are arbitrary real matrices, not only diagonal ones, and the zero matrix is among them. The predicate `IsBestRankOne A B` says this and leaves open how many such \(B\) there are, so uniqueness has to be proved.

```lean
/-- `B` has rank at most one and is at least as close to `A` in Frobenius norm as any
other matrix of rank at most one. -/
def IsBestRankOne (A B : Matrix (Fin 2) (Fin 2) ℝ) : Prop :=
  B.rank ≤ 1 ∧ ∀ C : Matrix (Fin 2) (Fin 2) ℝ, C.rank ≤ 1 → frob (A - B) ≤ frob (A - C)
```

One concrete truncation rule keeps the larger diagonal entry and, in a tie, the first. It reads only the diagonal of its argument, so it is meant for positive diagonal matrices, although as a Lean function it is defined on all of them.

```lean
/-- The truncation rule that keeps the larger diagonal entry, and the first one in a tie. -/
def keepLarger (A : Matrix (Fin 2) (Fin 2) ℝ) : Matrix (Fin 2) (Fin 2) ℝ :=
  if A 1 1 ≤ A 0 0 then diag2 (A 0 0) 0 else diag2 0 (A 1 1)
```

## The error of a trial matrix as a sum of squares

Write a trial matrix as

\[
C=\begin{pmatrix}p&q\\ r&s\end{pmatrix}.
\]

If its rank is at most one, it is not invertible, so its determinant vanishes and \(ps=qr\). The Lean proof runs by contradiction: a nonzero determinant would make \(C\) a unit, and a unit has rank 2.

```lean
/-- The entries of a 2×2 matrix of rank at most one have equal diagonal and
off-diagonal products. -/
theorem minor_of_rank_le_one (C : Matrix (Fin 2) (Fin 2) ℝ) (h : C.rank ≤ 1) :
    C 0 0 * C 1 1 = C 0 1 * C 1 0 := by
  by_contra hne
  have hd : C.det ≠ 0 := by
    rw [Matrix.det_fin_two]
    exact sub_ne_zero.2 hne
  have hu : IsUnit C := (Matrix.isUnit_iff_isUnit_det C).2 (isUnit_iff_ne_zero.2 hd)
  have hr := Matrix.rank_of_isUnit C hu
  rw [Fintype.card_fin] at hr
  omega
```

The squared error of \(C\) as an approximation of \(\mathrm{diag}(a,b)\) is

\[
E=(a-p)^2+q^2+r^2+(b-s)^2 .
\]

Keeping only \(a\) gives \(E=b^2\), so the quantity to study is the excess \(E-b^2\). Set \(N=p^2+q^2+r^2+s^2\) and

\[
u=(p+s-a)^2+(q-r)^2,\qquad v=(p-s-a)^2+(q+r)^2 .
\]

Expanding the squares gives

\[
u+v=2(N+a^2-2ap),\qquad u-v=-4as+4(ps-qr).
\]

With \(ps=qr\) the last bracket vanishes, and therefore

\[
(a+b)u+(a-b)v=a(u+v)+b(u-v)=2a(N+a^2-2ap-2bs)=2a(E-b^2).
\]

In Lean, `linear_combination` performs the same expansion and uses the constraint with coefficient \(-4b\), which removes the term \(4b(ps-qr)\).

```lean
/-- Let `p * s = q * r`. The squared error of the trial matrix with entries `p, q, r, s` as an
approximation of diag(a, b), minus `b ^ 2` and then multiplied by `2 * a`, is a combination of sums
of squares with weights `a + b` and `a - b`. -/
theorem excess_error (a b p q r s : ℝ) (h : p * s = q * r) :
    2 * a * ((a - p) ^ 2 + q ^ 2 + r ^ 2 + (b - s) ^ 2 - b ^ 2) =
      (a + b) * ((p + s - a) ^ 2 + (q - r) ^ 2) +
      (a - b) * ((p - s - a) ^ 2 + (q + r) ^ 2) := by
  linear_combination (-4 * b) * h
```

Suppose \(a>0\) and \(|b|\le a\). Both weights \(a+b\) and \(a-b\) are then nonnegative, so \(2a(E-b^2)\ge0\), and dividing by \(2a\) gives \(E\ge b^2\). No trial matrix does better than dropping \(b\). The formal proof assumes \(E<b^2\) and contradicts the nonnegativity of the two weighted terms.

```lean
private theorem error_ge {a b p q r s : ℝ} (ha : 0 < a) (hb : |b| ≤ a)
    (h : p * s = q * r) : b ^ 2 ≤ (a - p) ^ 2 + q ^ 2 + r ^ 2 + (b - s) ^ 2 := by
  obtain ⟨h1, h2⟩ := abs_le.1 hb
  have e := excess_error a b p q r s h
  have x : 0 ≤ (a + b) * ((p + s - a) ^ 2 + (q - r) ^ 2) :=
    mul_nonneg (by linarith) (by positivity)
  have y : 0 ≤ (a - b) * ((p - s - a) ^ 2 + (q + r) ^ 2) :=
    mul_nonneg (by linarith) (by positivity)
  by_contra hlt
  have := mul_pos ha (sub_pos.2 (not_le.1 hlt))
  nlinarith
```

If \(|b|<a\), both weights are strictly positive. A trial matrix with \(E\le b^2\) then makes a sum of nonnegative terms at most zero, so \(u=v=0\) and every square vanishes:

\[
p+s=a,\quad p-s=a,\quad q-r=0,\quad q+r=0 .
\]

Hence \(p=a\) and \(q=r=s=0\). In the code, `x0` and `y0` are the statements \(u=0\) and \(v=0\), and `s1` to `s4` are the four linear equations.

```lean
private theorem error_eq {a b p q r s : ℝ} (hb : |b| < a) (h : p * s = q * r)
    (hE : (a - p) ^ 2 + q ^ 2 + r ^ 2 + (b - s) ^ 2 ≤ b ^ 2) :
    p = a ∧ q = 0 ∧ r = 0 ∧ s = 0 := by
  obtain ⟨h1, h2⟩ := abs_lt.1 hb
  have ha : 0 < a := by linarith
  have hp : 0 < a + b := by linarith
  have hm : 0 < a - b := by linarith
  have e := excess_error a b p q r s h
  have x : 0 ≤ (a + b) * ((p + s - a) ^ 2 + (q - r) ^ 2) := by positivity
  have y : 0 ≤ (a - b) * ((p - s - a) ^ 2 + (q + r) ^ 2) :=
    mul_nonneg hm.le (by positivity)
  have z := mul_nonneg ha.le (sub_nonneg.2 hE)
  -- both weights are positive, so every square vanishes
  have x0 := (mul_eq_zero.1 (le_antisymm (by nlinarith) x)).resolve_left hp.ne'
  have y0 := (mul_eq_zero.1 (le_antisymm (by nlinarith) y)).resolve_left hm.ne'
  have s1 : p + s - a = 0 := (pow_eq_zero_iff two_ne_zero).1
    (by linarith [sq_nonneg (p + s - a), sq_nonneg (q - r)])
  have s2 : q - r = 0 := (pow_eq_zero_iff two_ne_zero).1
    (by linarith [sq_nonneg (p + s - a), sq_nonneg (q - r)])
  have s3 : p - s - a = 0 := (pow_eq_zero_iff two_ne_zero).1
    (by linarith [sq_nonneg (p - s - a), sq_nonneg (q + r)])
  have s4 : q + r = 0 := (pow_eq_zero_iff two_ne_zero).1
    (by linarith [sq_nonneg (p - s - a), sq_nonneg (q + r)])
  refine ⟨?_, ?_, ?_, ?_⟩ <;> linarith
```

## From squared errors to best approximations

The squared error above is the square of a Frobenius distance:

\[
\|\mathrm{diag}(a,b)-C\|_F=\sqrt{(a-C_{00})^2+C_{01}^2+C_{10}^2+(b-C_{11})^2}.
\]

```lean
private theorem frob_sub (a b : ℝ) (C : Matrix (Fin 2) (Fin 2) ℝ) :
    frob (diag2 a b - C) =
      √((a - C 0 0) ^ 2 + C 0 1 ^ 2 + C 1 0 ^ 2 + (b - C 1 1) ^ 2) := by
  unfold frob
  congr 1
  simp [diag2, Fin.sum_univ_two]
  ring
```

When the second matrix is also diagonal, the off-diagonal terms disappear:

\[
\|\mathrm{diag}(a,b)-\mathrm{diag}(c,d)\|_F=\sqrt{(a-c)^2+(b-d)^2}.
\]

```lean
private theorem frob_diag (a b c d : ℝ) :
    frob (diag2 a b - diag2 c d) = √((a - c) ^ 2 + (b - d) ^ 2) := by
  rw [frob_sub]
  congr 1
  simp [diag2]
```

For \(a>0\) and \(|b|\le a\), the matrix \(\mathrm{diag}(a,0)\) is the outer product of \((a,0)\) and \((1,0)\), so its rank is at most one. Its squared error is \(b^2\), which is the lower bound just found, and the square root preserves the order. It is therefore a best approximation of \(\mathrm{diag}(a,b)\). For \(\mathrm{diag}(b,a)\) the same argument applies with \(p\) and \(s\) exchanged, which leaves the constraint \(ps=qr\) unchanged.

The case \(b=a\) is included. At the identity, both \(\mathrm{diag}(1,0)\) and \(\mathrm{diag}(0,1)\) are therefore optimal, and this tie is the degeneracy behind the jump.

```lean
/-- If `|b| ≤ a` with `a > 0`, keeping only the entry `a` is a best rank-one approximation
of the diagonal matrix, in either order of the two entries. -/
theorem best_keep_larger {a b : ℝ} (ha : 0 < a) (hb : |b| ≤ a) :
    IsBestRankOne (diag2 a b) (diag2 a 0) ∧ IsBestRankOne (diag2 b a) (diag2 0 a) := by
  refine ⟨⟨?_, fun C hC => ?_⟩, ⟨?_, fun C hC => ?_⟩⟩
  · have e : diag2 a 0 = vecMulVec ![a, 0] ![1, 0] := by
      ext i j
      fin_cases i <;> fin_cases j <;> simp [diag2, vecMulVec_apply]
    rw [e]
    exact Matrix.rank_vecMulVec_le _ _
  · rw [frob_diag, frob_sub]
    apply Real.sqrt_le_sqrt
    have := error_ge ha hb (minor_of_rank_le_one C hC)
    linarith
  · have e : diag2 0 a = vecMulVec ![0, a] ![0, 1] := by
      ext i j
      fin_cases i <;> fin_cases j <;> simp [diag2, vecMulVec_apply]
    rw [e]
    exact Matrix.rank_vecMulVec_le _ _
  · rw [frob_diag, frob_sub]
    apply Real.sqrt_le_sqrt
    have := error_ge ha hb ((mul_comm _ _).trans (minor_of_rank_le_one C hC))
    linarith
```

If \(|b|<a\), let \(B\) be any best approximation of \(\mathrm{diag}(a,b)\). Comparing it with \(\mathrm{diag}(a,0)\) gives \(E\le b^2\) for the entries of \(B\), and the equality case forces \(B=\mathrm{diag}(a,0)\). The theorem states this as an equivalence for both orders of the diagonal: \(B\) is a best approximation exactly when it is the expected matrix.

```lean
/-- If `|b| < a`, keeping only the entry `a` is the unique best rank-one approximation of the
diagonal matrix with entries `a` and `b`, in either order of the two entries. -/
theorem unique_best {a b : ℝ} (hb : |b| < a) (B : Matrix (Fin 2) (Fin 2) ℝ) :
    (IsBestRankOne (diag2 a b) B ↔ B = diag2 a 0) ∧
    (IsBestRankOne (diag2 b a) B ↔ B = diag2 0 a) := by
  have best := best_keep_larger ((abs_nonneg b).trans_lt hb) hb.le
  refine ⟨⟨fun h => ?_, fun h => h ▸ best.1⟩, ⟨fun h => ?_, fun h => h ▸ best.2⟩⟩
  · have k := h.2 _ best.1.1
    rw [frob_diag, frob_sub] at k
    have k' := (Real.sqrt_le_sqrt_iff (by positivity)).1 k
    obtain ⟨h1, h2, h3, h4⟩ := error_eq hb (minor_of_rank_le_one B h.1) (by linarith)
    ext i j
    fin_cases i <;> fin_cases j <;> simp [diag2, h1, h2, h3, h4]
  · have k := h.2 _ best.2.1
    rw [frob_diag, frob_sub] at k
    have k' := (Real.sqrt_le_sqrt_iff (by positivity)).1 k
    obtain ⟨h1, h2, h3, h4⟩ := error_eq hb
      ((mul_comm _ _).trans (minor_of_rank_le_one B h.1)) (by linarith)
    ext i j
    fin_cases i <;> fin_cases j <;> simp [diag2, h1, h2, h3, h4]
```

## Close inputs with distant truncations

Take the diagonal entries \(1+t\) and \(1\) with \(t>0\). Since \(1<1+t\), both orders have a unique truncation. The distances are

\[
\sqrt{t^2+(-t)^2}=\sqrt2\,t,\qquad
\sqrt{(1+t)^2+(1+t)^2}=\sqrt2\,(1+t).
\]

The distance between the inputs is thus magnified by the factor \((1+t)/t\), which grows without bound as \(t\to0\). In `truncation_jump`, the first two clauses identify the truncations and the last two give the distances. The sign of \(t\) is used when \(\sqrt{t^2}\) is replaced by \(t\).

```lean
/-- For `t > 0` the matrices diag(1+t, 1) and diag(1, 1+t) have unique best rank-one
approximations; the inputs are `√2 t` apart and the truncations `√2 (1+t)` apart. -/
theorem truncation_jump {t : ℝ} (ht : 0 < t) :
    (∀ B, IsBestRankOne (diag2 (1 + t) 1) B ↔ B = diag2 (1 + t) 0) ∧
    (∀ B, IsBestRankOne (diag2 1 (1 + t)) B ↔ B = diag2 0 (1 + t)) ∧
    frob (diag2 (1 + t) 1 - diag2 1 (1 + t)) = √2 * t ∧
    frob (diag2 (1 + t) 0 - diag2 0 (1 + t)) = √2 * (1 + t) := by
  have hb : |(1 : ℝ)| < 1 + t := by rw [abs_one]; linarith
  refine ⟨fun B => (unique_best hb B).1, fun B => (unique_best hb B).2, ?_, ?_⟩
  · rw [frob_diag, show (1 + t - 1) ^ 2 + (1 - (1 + t)) ^ 2 = 2 * t ^ 2 by ring,
      Real.sqrt_mul (by norm_num), Real.sqrt_sq ht.le]
  · rw [frob_diag, show (1 + t - 0) ^ 2 + (0 - (1 + t)) ^ 2 = 2 * (1 + t) ^ 2 by ring,
      Real.sqrt_mul (by norm_num), Real.sqrt_sq (by linarith)]
```

## No continuous choice at the identity

Let \(T\) be a rule that returns a best rank-one approximation for every diagonal matrix with positive entries. For \(t>0\) uniqueness leaves it no freedom on the two families:

\[
T(\mathrm{diag}(1+t,1))_{00}=1+t,\qquad T(\mathrm{diag}(1,1+t))_{00}=0 .
\]

Both inputs tend to the identity \(I\) as \(t\to0^+\). If \(T\) were continuous at \(I\), both upper left entries would tend to \(T(I)_{00}\), which would then equal both 1 and 0.

In Lean, `T` is a function on all real 2×2 matrices, but the hypothesis `hT` restricts it only on positive diagonal ones; elsewhere its values are arbitrary. `ContinuousAt` refers to entrywise convergence, which for 2×2 matrices is the same as convergence in the Frobenius norm. The limits `l1` and `l2` come from the assumed continuity, `m1` and `m2` come from the forced values, and uniqueness of limits gives the contradiction. The filter `𝓝[>] 0` expresses the approach to zero through positive \(t\).

The conclusion concerns this one point. A tie-breaking convention fixes the value of \(T\) at \(I\), but it does not alter the two one-sided limits.

```lean
/-- No rule that assigns a best rank-one approximation to every diagonal matrix with
positive entries is continuous at the identity matrix. -/
theorem truncation_not_continuous
    (T : Matrix (Fin 2) (Fin 2) ℝ → Matrix (Fin 2) (Fin 2) ℝ)
    (hT : ∀ a b, 0 < a → 0 < b → IsBestRankOne (diag2 a b) (T (diag2 a b))) :
    ¬ ContinuousAt T (diag2 1 1) := by
  intro hc
  have entry : Continuous (fun M : Matrix (Fin 2) (Fin 2) ℝ => M 0 0) :=
    continuous_id.matrix_elem 0 0
  have c1 : Continuous (fun t : ℝ => diag2 (1 + t) 1) := by
    refine continuous_matrix fun i j => ?_
    fin_cases i <;> fin_cases j <;> simp [diag2] <;> fun_prop
  have c2 : Continuous (fun t : ℝ => diag2 1 (1 + t)) := by
    refine continuous_matrix fun i j => ?_
    fin_cases i <;> fin_cases j <;> simp [diag2] <;> fun_prop
  have l1 : Tendsto (fun t : ℝ => T (diag2 (1 + t) 1) 0 0) (𝓝[>] 0)
      (𝓝 (T (diag2 1 1) 0 0)) :=
    (entry.tendsto _).comp (hc.tendsto.comp
      ((c1.tendsto' 0 _ (by simp)).mono_left nhdsWithin_le_nhds))
  have l2 : Tendsto (fun t : ℝ => T (diag2 1 (1 + t)) 0 0) (𝓝[>] 0)
      (𝓝 (T (diag2 1 1) 0 0)) :=
    (entry.tendsto _).comp (hc.tendsto.comp
      ((c2.tendsto' 0 _ (by simp)).mono_left nhdsWithin_le_nhds))
  -- the upper left entry is 1 + t along one family and 0 along the other
  have m1 : Tendsto (fun t : ℝ => T (diag2 (1 + t) 1) 0 0) (𝓝[>] 0) (𝓝 1) := by
    have c : Continuous (fun t : ℝ => 1 + t) := by fun_prop
    refine Tendsto.congr' ?_ ((c.tendsto' 0 1 (by simp)).mono_left nhdsWithin_le_nhds)
    filter_upwards [self_mem_nhdsWithin] with t ht
    have ht' : 0 < t := ht
    rw [((truncation_jump ht').1 _).1 (hT _ _ (by linarith) one_pos)]
    simp [diag2]
  have m2 : Tendsto (fun t : ℝ => T (diag2 1 (1 + t)) 0 0) (𝓝[>] 0) (𝓝 0) := by
    refine Tendsto.congr' ?_ tendsto_const_nhds
    filter_upwards [self_mem_nhdsWithin] with t ht
    have ht' : 0 < t := ht
    rw [((truncation_jump ht').2.1 _).1 (hT _ _ one_pos (by linarith))]
    simp [diag2]
  have h1 := tendsto_nhds_unique l1 m1
  have h2 := tendsto_nhds_unique l2 m2
  linarith
```

Rules of this kind exist. For positive \(a\) and \(b\), `keepLarger` returns \(\mathrm{diag}(a,0)\) if \(b\le a\) and \(\mathrm{diag}(0,b)\) otherwise. In each case the entry that is dropped is no larger than the one that is kept, so the result is a best approximation. The proof splits into these two cases and applies `best_keep_larger` to each.

```lean
/-- The rule `keepLarger` assigns a best rank-one approximation to every diagonal matrix
with positive entries. -/
theorem truncation_not_continuous_witness (a b : ℝ) (ha : 0 < a) (hb : 0 < b) :
    IsBestRankOne (diag2 a b) (keepLarger (diag2 a b)) := by
  have e0 : diag2 a b 0 0 = a := by simp [diag2]
  have e1 : diag2 a b 1 1 = b := by simp [diag2]
  unfold keepLarger
  rw [e0, e1]
  split_ifs with h
  · exact (best_keep_larger ha (by rwa [abs_of_pos hb])).1
  · exact (best_keep_larger hb (by rw [abs_of_pos ha]; linarith)).2

end

end TruncationAtDegeneracy
```

```lean
#print axioms TruncationAtDegeneracy.unique_best
#print axioms TruncationAtDegeneracy.truncation_not_continuous
```

```
'TruncationAtDegeneracy.unique_best' depends on axioms: [propext, Classical.choice, Quot.sound]
'TruncationAtDegeneracy.truncation_not_continuous' depends on axioms: [propext, Classical.choice, Quot.sound]
```

## The operator norm would allow a continuous choice

If the error is measured in the operator norm, the largest singular value, instead of the Frobenius norm, a continuous choice of best approximation exists on the positive diagonal matrices. For positive \(a\) and \(b\), the smallest operator-norm error of a rank-one approximation of \(\mathrm{diag}(a,b)\) is the smaller singular value, \(\min(a,b)\). The matrix

\[
S(a,b)=\mathrm{diag}\bigl(\max(a-b,0),\,\max(b-a,0)\bigr)
\]

has rank at most one, and

\[
\mathrm{diag}(a,b)-S(a,b)=\min(a,b)\,I ,
\]

so it attains that error. It also depends continuously on \(a\) and \(b\), and at the identity it is the zero matrix. Best approximations in the operator norm are not unique for these inputs, and that freedom permits a continuous choice. Keeping the larger entry, as a truncated singular value decomposition does, is also optimal in this norm, and it still jumps at the identity. This comparison rests on the short argument just given and not on the Lean file, whose theorems concern the Frobenius norm alone.
